# Second moment of a Zeeman multiplet with spin-orbit coupling $A\,\mathbf L\cdot\mathbf S$

Once a code has assembled the matrix of a multiplet in a magnetic field, in an orthonormal basis and with the unperturbed energy of the multiplet taken as zero, its scale can be checked before diagonalization: sum the squared moduli of all entries, divide by the dimension, and compare with a closed formula. For a Hermitian matrix $H$ this number is $\langle H^2\rangle$, where $\langle X\rangle$ is the trace of $X$ divided by the dimension. With

$$H=A\,\mathbf L\cdot\mathbf S+b\,(L_z+2S_z),$$

where $\mathbf L$ and $\mathbf S$ act on separate tensor factors with $\mathbf L^2=l(l+1)$ and $\mathbf S^2=s(s+1)$, it must equal

$$\langle H^2\rangle=\frac{A^2\,l(l+1)s(s+1)}{3}+\frac{b^2\,[\,l(l+1)+4s(s+1)\,]}{3}.$$

The check applies to a single multiplet with one spin-orbit constant $A$: for one electron it is the radial average of the spin-orbit function, and for a many-electron $LS$ term it is the effective constant obtained by projecting the spin-orbit operator onto the term. The field strength $b$ is the Bohr magneton times the magnetic field along $z$, an energy, and $\hbar=1$. The formula is even in $A$ and $b$, so the check misses a wrong sign of either. It detects a wrong magnitude of one of them if the corresponding term is nonzero and the rest of the matrix is right. Errors in several prefactors can compensate: for $l=s$, exchanging the factors 1 and 2 of $L_z$ and $S_z$ leaves the value unchanged.

## From commutators to the second moment

Number the components $x,y,z$ as $0,1,2$, and let $J$ be either angular momentum, with quantum number $j$. The trace gives $\langle XY\rangle=\langle YX\rangle$ and $\langle X\otimes Y\rangle=\langle X\rangle\langle Y\rangle$.

From $[J_0,J_1]=iJ_2$,

$$i\langle J_2\rangle=\langle J_0J_1\rangle-\langle J_1J_0\rangle=0,$$
$$i\langle J_2J_0\rangle=\langle J_0J_1J_0\rangle-\langle J_1J_0J_0\rangle=0.$$

Using $[J_1,J_2]=iJ_0$ as well,

$$i\langle J_2^2\rangle=\langle J_0J_1J_2\rangle-\langle J_1J_0J_2\rangle=\langle J_0(J_1J_2-J_2J_1)\rangle=i\langle J_0^2\rangle.$$

Cyclic relabelling covers the other components. The three squares have equal means that sum to $j(j+1)$, so

$$\langle J_iJ_k\rangle=\delta_{ik}\,\frac{j(j+1)}{3}.$$

Now take a general field $B_i$ and factors $g_L,g_S$, and write $H=AV+Z$ with

$$V=\sum_i L_i\otimes S_i,\qquad Z=\sum_i B_i\,(g_L\,L_i\otimes 1+g_S\,1\otimes S_i).$$

Every term of $\langle H\rangle$ contains the mean of a single component, so $\langle H\rangle=0$. For the square,

$$\langle V^2\rangle=\sum_{i,k}\langle L_iL_k\rangle\langle S_iS_k\rangle=3\cdot\frac{l(l+1)}{3}\cdot\frac{s(s+1)}{3}=\frac{l(l+1)s(s+1)}{3},$$

$$\langle VZ\rangle=\sum_{i,k}B_k\,\bigl(g_L\langle L_iL_k\rangle\langle S_i\rangle+g_S\langle L_i\rangle\langle S_iS_k\rangle\bigr)=0,$$

and $\langle ZV\rangle=\langle VZ\rangle$. In $\langle Z^2\rangle$ the mixed terms contain $\langle L_i\rangle\langle S_k\rangle=0$, leaving

$$\langle Z^2\rangle=\sum_i B_i^2\;\frac{g_L^2\,l(l+1)+g_S^2\,s(s+1)}{3}.$$

Setting $B=(0,0,b)$, $g_L=1$, $g_S=2$ gives the stated formula.

A small case is $l=0$, $s=1/2$: the levels are $\pm b$, and the formula gives $b^2$.

## The Lean file

```lean
import Mathlib

open Matrix
open scoped Kronecker

namespace ZeemanSecondMoment

noncomputable section

variable {m n : Type*} [Fintype m] [DecidableEq m] [Fintype n] [DecidableEq n]

/-- Three matrices obeying the angular momentum commutation relations (with ħ = 1),
whose total square is `j (j + 1)` times the identity. -/
structure IsAngularMomentum (J : Fin 3 → Matrix n n ℂ) (j : ℝ) : Prop where
  comm_xy : J 0 * J 1 - J 1 * J 0 = Complex.I • J 2
  comm_yz : J 1 * J 2 - J 2 * J 1 = Complex.I • J 0
  comm_zx : J 2 * J 0 - J 0 * J 2 = Complex.I • J 1
  casimir : J 0 * J 0 + J 1 * J 1 + J 2 * J 2 = ((j : ℂ) * (j + 1)) • (1 : Matrix n n ℂ)

/-- The normalized trace: the trace divided by the dimension of the state space. -/
def meanTrace : Matrix n n ℂ →ₗ[ℂ] ℂ :=
  (Fintype.card n : ℂ)⁻¹ • Matrix.traceLinearMap n ℂ ℂ

/-- The scalar coupling `L · S` of two angular momenta on separate tensor factors. -/
def spinOrbit (L : Fin 3 → Matrix m m ℂ) (S : Fin 3 → Matrix n n ℂ) :
    Matrix (m × n) (m × n) ℂ :=
  ∑ i, L i ⊗ₖ S i

/-- The Zeeman term `B · (gL L + gS S)`, with the field `B` in energy units. -/
def zeeman (gL gS : ℝ) (B : Fin 3 → ℝ) (L : Fin 3 → Matrix m m ℂ)
    (S : Fin 3 → Matrix n n ℂ) : Matrix (m × n) (m × n) ℂ :=
  ∑ i, (B i : ℂ) • ((gL : ℂ) • (L i ⊗ₖ (1 : Matrix n n ℂ))
    + (gS : ℂ) • ((1 : Matrix m m ℂ) ⊗ₖ S i))

/-- The Hamiltonian of the multiplet: spin-orbit coupling of strength `A` plus the
Zeeman term. -/
def hamiltonian (A gL gS : ℝ) (B : Fin 3 → ℝ) (L : Fin 3 → Matrix m m ℂ)
    (S : Fin 3 → Matrix n n ℂ) : Matrix (m × n) (m × n) ℂ :=
  (A : ℂ) • spinOrbit L S + zeeman gL gS B L S

omit [DecidableEq n] in
/-- The normalized trace of a product does not depend on the order of the two factors. -/
theorem meanTrace_mul_comm (X Y : Matrix n n ℂ) : meanTrace (X * Y) = meanTrace (Y * X) := by
  simp only [meanTrace, LinearMap.smul_apply, Matrix.traceLinearMap_apply]
  rw [Matrix.trace_mul_comm]

/-- The normalized trace of the identity is one. -/
theorem meanTrace_one [Nonempty n] : meanTrace (1 : Matrix n n ℂ) = 1 := by
  have hc : (Fintype.card n : ℂ) ≠ 0 := Nat.cast_ne_zero.mpr Fintype.card_ne_zero
  simp only [meanTrace, LinearMap.smul_apply, Matrix.traceLinearMap_apply, Matrix.trace_one,
    smul_eq_mul]
  exact inv_mul_cancel₀ hc

omit [DecidableEq m] [DecidableEq n] in
/-- The normalized trace of a tensor product of operators is the product of their
normalized traces. -/
theorem meanTrace_kronecker (X : Matrix m m ℂ) (Y : Matrix n n ℂ) :
    meanTrace (X ⊗ₖ Y) = meanTrace X * meanTrace Y := by
  simp only [meanTrace, LinearMap.smul_apply, Matrix.traceLinearMap_apply,
    Matrix.trace_kronecker, Fintype.card_prod, Nat.cast_mul, smul_eq_mul, mul_inv]
  ring

/-- Every component of an angular momentum is traceless. -/
theorem IsAngularMomentum.meanTrace_eq_zero {J : Fin 3 → Matrix n n ℂ} {j : ℝ}
    (h : IsAngularMomentum J j) (i : Fin 3) : meanTrace (J i) = 0 := by
  -- each component is a commutator up to a factor
  have key : ∀ X Y Z : Matrix n n ℂ, X * Y - Y * X = Complex.I • Z → meanTrace Z = 0 := by
    intro X Y Z hz
    have e : meanTrace (X * Y - Y * X) = meanTrace (Complex.I • Z) := by rw [hz]
    rw [map_sub, map_smul, meanTrace_mul_comm X Y, sub_self, smul_eq_mul] at e
    exact (mul_eq_zero.mp e.symm).resolve_left Complex.I_ne_zero
  fin_cases i
  · exact key _ _ _ h.comm_yz
  · exact key _ _ _ h.comm_zx
  · exact key _ _ _ h.comm_xy

/-- Different components of an angular momentum are trace-orthogonal, and the square of
each component has normalized trace `j (j + 1) / 3`. -/
theorem IsAngularMomentum.meanTrace_mul [Nonempty n] {J : Fin 3 → Matrix n n ℂ} {j : ℝ}
    (h : IsAngularMomentum J j) (i k : Fin 3) :
    meanTrace (J i * J k) = if i = k then (j : ℂ) * (j + 1) / 3 else 0 := by
  -- orthogonality of different components
  have off : ∀ X Y Z : Matrix n n ℂ, X * Y - Y * X = Complex.I • Z →
      meanTrace (Z * X) = 0 := by
    intro X Y Z hz
    have e : Complex.I * meanTrace (Z * X) = 0 := by
      calc Complex.I * meanTrace (Z * X) = meanTrace ((Complex.I • Z) * X) := by
            rw [Matrix.smul_mul, map_smul, smul_eq_mul]
        _ = meanTrace (X * Y * X) - meanTrace (Y * X * X) := by rw [← hz, sub_mul, map_sub]
        _ = 0 := by
            rw [meanTrace_mul_comm (X * Y) X, mul_assoc Y X X, meanTrace_mul_comm Y (X * X),
              mul_assoc X X Y, sub_self]
    exact (mul_eq_zero.mp e).resolve_left Complex.I_ne_zero
  -- equal weight of the three squares
  have diag : ∀ X Y Z : Matrix n n ℂ, X * Y - Y * X = Complex.I • Z →
      Y * Z - Z * Y = Complex.I • X → meanTrace (Z * Z) = meanTrace (X * X) := by
    intro X Y Z hz hx
    apply mul_left_cancel₀ Complex.I_ne_zero
    calc Complex.I * meanTrace (Z * Z) = meanTrace ((Complex.I • Z) * Z) := by
          rw [Matrix.smul_mul, map_smul, smul_eq_mul]
      _ = meanTrace (X * Y * Z) - meanTrace (Y * X * Z) := by rw [← hz, sub_mul, map_sub]
      _ = meanTrace (X * (Y * Z)) - meanTrace (X * (Z * Y)) := by
          rw [mul_assoc Y X Z, meanTrace_mul_comm Y (X * Z), mul_assoc, mul_assoc]
      _ = meanTrace (X * (Complex.I • X)) := by rw [← hx, mul_sub, map_sub]
      _ = Complex.I * meanTrace (X * X) := by rw [Matrix.mul_smul, map_smul, smul_eq_mul]
  have h20 := off _ _ _ h.comm_xy
  have h01 := off _ _ _ h.comm_yz
  have h12 := off _ _ _ h.comm_zx
  have h02 := (meanTrace_mul_comm (J 0) (J 2)).trans h20
  have h10 := (meanTrace_mul_comm (J 1) (J 0)).trans h01
  have h21 := (meanTrace_mul_comm (J 2) (J 1)).trans h12
  have d1 := diag _ _ _ h.comm_xy h.comm_yz
  have d2 := diag _ _ _ h.comm_yz h.comm_zx
  -- the Casimir relation fixes their sum
  have c : meanTrace (J 0 * J 0 + J 1 * J 1 + J 2 * J 2)
      = meanTrace (((j : ℂ) * (j + 1)) • (1 : Matrix n n ℂ)) := by rw [h.casimir]
  rw [map_add, map_add, map_smul, meanTrace_one, smul_eq_mul, mul_one] at c
  have h00 : meanTrace (J 0 * J 0) = (j : ℂ) * (j + 1) / 3 := by
    linear_combination (1 / 3 : ℂ) * c - (1 / 3 : ℂ) * d1 + (1 / 3 : ℂ) * d2
  have h11 : meanTrace (J 1 * J 1) = (j : ℂ) * (j + 1) / 3 := by rw [← d2, h00]
  have h22 : meanTrace (J 2 * J 2) = (j : ℂ) * (j + 1) / 3 := by rw [d1, h00]
  fin_cases i <;> fin_cases k <;> simp [h00, h01, h02, h10, h11, h12, h20, h21, h22]

/-- The mean energy of the multiplet vanishes for every coupling and every field. -/
theorem mean_energy_eq_zero {L : Fin 3 → Matrix m m ℂ} {S : Fin 3 → Matrix n n ℂ} {l s : ℝ}
    (hL : IsAngularMomentum L l) (hS : IsAngularMomentum S s) (A gL gS : ℝ)
    (B : Fin 3 → ℝ) : meanTrace (hamiltonian A gL gS B L S) = 0 := by
  simp only [hamiltonian, spinOrbit, zeeman, Fin.sum_univ_three, map_add, map_smul,
    meanTrace_kronecker, hL.meanTrace_eq_zero, hS.meanTrace_eq_zero, smul_eq_mul]
  ring

/-- Second moment of the multiplet for arbitrary g-factors and field direction: the
spin-orbit and Zeeman contributions add without a cross term. -/
theorem second_moment [Nonempty m] [Nonempty n] {L : Fin 3 → Matrix m m ℂ}
    {S : Fin 3 → Matrix n n ℂ} {l s : ℝ} (hL : IsAngularMomentum L l)
    (hS : IsAngularMomentum S s) (A gL gS : ℝ) (B : Fin 3 → ℝ) :
    meanTrace (hamiltonian A gL gS B L S ^ 2)
      = (A : ℂ) ^ 2 * (l * (l + 1)) * (s * (s + 1)) / 3
        + (∑ i, (B i : ℂ) ^ 2) * (gL ^ 2 * (l * (l + 1)) + gS ^ 2 * (s * (s + 1))) / 3 := by
  -- expand the square and factorize every trace over the two tensor factors
  simp only [hamiltonian, spinOrbit, zeeman, Fin.sum_univ_three, pow_two, add_mul, mul_add,
    smul_add, Matrix.smul_mul, Matrix.mul_smul, map_add, map_smul,
    ← Matrix.mul_kronecker_mul, one_mul, mul_one, meanTrace_kronecker, meanTrace_one,
    hL.meanTrace_mul, hS.meanTrace_mul, hL.meanTrace_eq_zero, hS.meanTrace_eq_zero,
    Fin.isValue, Fin.reduceEq, reduceIte, smul_eq_mul]
  ring

/-- Second moment of `H = A L · S + b (L_z + 2 S_z)`. -/
theorem zeeman_second_moment [Nonempty m] [Nonempty n] {L : Fin 3 → Matrix m m ℂ}
    {S : Fin 3 → Matrix n n ℂ} {l s : ℝ} (hL : IsAngularMomentum L l)
    (hS : IsAngularMomentum S s) (A b : ℝ) :
    meanTrace (((A : ℂ) • spinOrbit L S + (b : ℂ) • (L 2 ⊗ₖ (1 : Matrix n n ℂ)
        + (2 : ℂ) • ((1 : Matrix m m ℂ) ⊗ₖ S 2))) ^ 2)
      = (A : ℂ) ^ 2 * (l * (l + 1)) * (s * (s + 1)) / 3
        + (b : ℂ) ^ 2 * (l * (l + 1) + 4 * (s * (s + 1))) / 3 := by
  -- a field along z with g-factors 1 and 2
  have e : (A : ℂ) • spinOrbit L S + (b : ℂ) • (L 2 ⊗ₖ (1 : Matrix n n ℂ)
        + (2 : ℂ) • ((1 : Matrix m m ℂ) ⊗ₖ S 2))
      = hamiltonian A 1 2 (fun i => if i = 2 then b else 0) L S := by
    simp only [hamiltonian, zeeman, Fin.sum_univ_three, Fin.isValue, Fin.reduceEq, reduceIte,
      Complex.ofReal_zero, Complex.ofReal_one, Complex.ofReal_ofNat, zero_smul, one_smul,
      zero_add]
  rw [e, second_moment hL hS]
  simp only [Fin.sum_univ_three, Fin.isValue, Fin.reduceEq, reduceIte, Complex.ofReal_zero,
    Complex.ofReal_one, Complex.ofReal_ofNat]
  ring

/-- The spin-1/2 matrices, half the Pauli matrices. -/
def spinHalf : Fin 3 → Matrix (Fin 2) (Fin 2) ℂ :=
  ![!![0, 1 / 2; 1 / 2, 0], !![0, -Complex.I / 2; Complex.I / 2, 0], !![1 / 2, 0; 0, -1 / 2]]

/-- The orbital angular momentum matrices of a p shell in the basis `p_x, p_y, p_z`. -/
def orbitalP : Fin 3 → Matrix (Fin 3) (Fin 3) ℂ :=
  ![!![0, 0, 0; 0, 0, -Complex.I; 0, Complex.I, 0],
    !![0, 0, Complex.I; 0, 0, 0; -Complex.I, 0, 0],
    !![0, -Complex.I, 0; Complex.I, 0, 0; 0, 0, 0]]

/-- The p-shell matrices form an angular momentum with `l = 1`, and the spin matrices one
with `s = 1/2`. -/
theorem isAngularMomentum_witness :
    IsAngularMomentum orbitalP 1 ∧ IsAngularMomentum spinHalf (1 / 2) := by
  constructor
  · constructor <;> ext i j <;> fin_cases i <;> fin_cases j <;>
      simp [orbitalP]
  · constructor <;> ext i j <;> fin_cases i <;> fin_cases j <;>
      simp [spinHalf] <;>
      first
        | ring1
        | linear_combination (-1 / 4 : ℂ) * Complex.I_sq
        | linear_combination (1 / 2 : ℂ) * Complex.I_sq
        | linear_combination (-1 / 2 : ℂ) * Complex.I_sq

/-- For a single p electron with spin the second moment is `A² / 2 + 5 b² / 3`. -/
theorem p_electron_second_moment (A b : ℝ) :
    meanTrace (((A : ℂ) • spinOrbit orbitalP spinHalf
        + (b : ℂ) • (orbitalP 2 ⊗ₖ (1 : Matrix (Fin 2) (Fin 2) ℂ)
        + (2 : ℂ) • ((1 : Matrix (Fin 3) (Fin 3) ℂ) ⊗ₖ spinHalf 2))) ^ 2)
      = (A : ℂ) ^ 2 / 2 + 5 * (b : ℂ) ^ 2 / 3 := by
  rw [zeeman_second_moment isAngularMomentum_witness.1 isAngularMomentum_witness.2]
  push_cast
  ring

end

end ZeemanSecondMoment
```

```lean
#print axioms ZeemanSecondMoment.mean_energy_eq_zero
#print axioms ZeemanSecondMoment.second_moment
#print axioms ZeemanSecondMoment.p_electron_second_moment
```

```
'ZeemanSecondMoment.mean_energy_eq_zero' depends on axioms: [propext, Classical.choice, Quot.sound]
'ZeemanSecondMoment.second_moment' depends on axioms: [propext, Classical.choice, Quot.sound]
'ZeemanSecondMoment.p_electron_second_moment' depends on axioms: [propext, Classical.choice, Quot.sound]
```

## Scope of the theorems

`IsAngularMomentum J j` contains the three commutators and the Casimir relation, and nothing more. Hermiticity and irreducibility are not assumed, so repeated copies of a multiplet are allowed; `meanTrace` divides by the actual matrix dimension, which need not be $2j+1$. The orbital factor comes first in the Kronecker product `⊗ₖ`. Parameters are real, but the equalities are between complex numbers. The `Nonempty` hypotheses exclude matrices of dimension zero.

`second_moment` covers any field direction and any real $g$-factors; `zeeman_second_moment` is the formula above. The value $g_S=2$ neglects the small anomaly of the electron's moment. The Hamiltonian has no crystal field, diamagnetic term or mixing between multiplets. The theorems concern exact matrices, not floating-point output, and state the first two moments of the spectrum; they give no formula for the individual levels.

## How the proof follows the algebra

`meanTrace_mul_comm` and `meanTrace_kronecker` supply the two trace rules, and `IsAngularMomentum.meanTrace_eq_zero` the vanishing means. In `IsAngularMomentum.meanTrace_mul`, the `calc` blocks `off` and `diag` are the two three-factor computations above; `linear_combination` then solves for the common value from the Casimir relation, and `fin_cases` runs through the nine index pairs.

`mean_energy_eq_zero` and `second_moment` expand the Hamiltonian with `simp only`, factorize the traces and insert these values; `ring` collects the result. `zeeman_second_moment` rewrites its Hamiltonian as the general one with the field along $z$.

`isAngularMomentum_witness` checks explicit $l=1$ and $s=1/2$ matrices entry by entry. For them, `p_electron_second_moment` gives $A^2/2+5b^2/3$, a ready reference value for a test.
